# Strain as a Valley-Odd Vector Potential in Nearest-Neighbour Graphene, to First Order

In nearest-neighbour graphene whose atoms all follow the strain affinely and whose hoppings change linearly with bond elongation, a small uniform strain $e$ enters the first-order Bloch sum as a shift of momentum: $q$ becomes $q+A$ at the valley $K$ and $q-A$ at $-K$, with

$$A=\Bigl(\beta e_{xy},\ \tfrac{\beta}{2}(e_{xx}-e_{yy})\Bigr).$$

Here $q$ is the momentum measured from the valley in the coordinates of the unstrained crystal, with the bond length as the unit of length, and $\beta$ is the relative decrease of the hopping per relative elongation of the bond. The shift comes from a sum over the three bonds $d_n=(\cos\frac{2\pi n}{3},\sin\frac{2\pi n}{3})$:

$$\sum_{n=0}^{2}e^{2\pi i n/3}\,d_n^{T}e\,d_n=\tfrac34\,(e_{xx}-e_{yy}-2i\,e_{xy}).$$

## Strained bonds and the Bloch sum

Each atom of the honeycomb lattice has three nearest neighbours, all on the other sublattice. Lengths are measured in units of the bond length, and the $x$ axis lies along bond $0$. If the strain moves all atoms affinely, bond $n$ is elongated, to first order, by the fraction $\Delta_n=d_n^{T}e\,d_n$.

A longer bond has a smaller orbital overlap. The model expresses this by the hopping $t(1-\beta\Delta_n)$, where $t$ is the unstrained hopping. This linear law is postulated, and $\beta$ stands for the sensitivity of the hopping to the bond length. The amplitude that couples the two sublattices at momentum $k$ is then the Bloch sum

$$f(e,k)=\sum_{n=0}^{2}t(1-\beta\Delta_n)\,e^{ik\cdot d_n}.$$

The phases contain the undeformed bond vectors, so $k$ is the momentum in the coordinates of the unstrained crystal. The valleys are $K=(0,\,4\pi/(3\sqrt3))$ and $-K$.

For this non-interacting model under small uniform strain, the result says how the band crossings move: the linearised Bloch sum with $t\neq0$ vanishes at $q=-A$ near $K$ and at $q=+A$ near $-K$.

## The first-order statement at the two valleys

The theorem `strain_gauge_field` says that, for all real $t$ and $\beta$, every symmetric real $2\times2$ matrix $e$ and every real vector $q$,

$$\frac{d}{ds}f(se,K+sq)\Big|_{s=0}=\tfrac32\,it\,\bigl[(q_x+A_x)+i(q_y+A_y)\bigr],$$

$$\frac{d}{ds}f(se,-K+sq)\Big|_{s=0}=\tfrac32\,it\,\bigl[(q_x-A_x)-i(q_y-A_y)\bigr].$$

The parameter $s$ switches on strain and momentum together, and `HasDerivAt … 0` states that the derivative at $s=0$ exists and has the given value.

In Lean, the indices `0` and `1` of vectors and matrices stand for $x$ and $y$, so `e 0 1` is $e_{xy}$, the tensor component of the shear. The hypothesis `he : e.IsSymm` is the symmetry of the strain. The definitions `bond`, `elongation`, `phase`, `blochSum`, `valleyK` and `gaugeField` are $d_n$, $\Delta_n$, $e^{2\pi in/3}$, $f$, $K$ and $A$.

Three further theorems carry the parts of the argument that have a meaning of their own:

- `strain_sum` is the weighted sum of elongations, together with its complex conjugate for conjugate phases.
- `strain_sum_eq_zero_iff` says that this sum vanishes exactly when $e_{xx}=e_{yy}$ and $e_{xy}=0$, that is, for isotropic strain.
- `valley_phases` identifies $e^{2\pi in/3}$ as the Bloch phases at $K$ and their conjugates as those at $-K$.

The strain is uniform, so position-dependent strain and the pseudomagnetic field it can produce are not treated. Further-neighbour hopping, relative displacement of the sublattices beyond the affine motion, and bounds on the higher-order terms are also absent.

## The weighted sums over three bonds

Write $\omega=e^{2\pi i/3}=-\frac12+\frac{\sqrt3}{2}i$. The phases for $n=0,1,2$ are $1,\omega,\bar\omega$, and the bonds are

$$d_0=(1,0),\qquad d_1=\bigl(-\tfrac12,\tfrac{\sqrt3}{2}\bigr),\qquad d_2=\bigl(-\tfrac12,-\tfrac{\sqrt3}{2}\bigr).$$

Each phase is therefore its bond vector read as a complex number. The elongations are

$$\Delta_0=e_{xx},\qquad \Delta_{1}=\tfrac14e_{xx}+\tfrac34e_{yy}-\tfrac{\sqrt3}{2}e_{xy},\qquad \Delta_{2}=\tfrac14e_{xx}+\tfrac34e_{yy}+\tfrac{\sqrt3}{2}e_{xy}.$$

With $\omega+\bar\omega=-1$ and $\omega-\bar\omega=i\sqrt3$,

$$\Delta_0+\omega\Delta_1+\bar\omega\Delta_2
=e_{xx}-\tfrac14e_{xx}-\tfrac34e_{yy}-i\sqrt3\cdot\tfrac{\sqrt3}{2}e_{xy}
=\tfrac34(e_{xx}-e_{yy}-2ie_{xy}).$$

The elongations are real, so conjugate phases give the conjugate sum. It vanishes exactly when its real and imaginary parts do, which is the condition for isotropic strain.

The momentum is treated in the same way. From $q\cdot d_0=q_x$, $q\cdot d_1=-\frac12q_x+\frac{\sqrt3}{2}q_y$ and $q\cdot d_2=-\frac12q_x-\frac{\sqrt3}{2}q_y$,

$$\sum_n e^{2\pi in/3}\,q\cdot d_n=q_x+\tfrac12q_x+i\sqrt3\cdot\tfrac{\sqrt3}{2}q_y=\tfrac32(q_x+iq_y),$$

and conjugate phases give $\frac32(q_x-iq_y)$.

## Opposite signs at $K$ and $-K$

The products $K\cdot d_n$ are $0,\ 2\pi/3,\ -2\pi/3$, so the Bloch phases at $K$ are $1,\omega,\bar\omega$. At $-K$ every angle changes sign and every phase is conjugated.

The elongation is linear in the strain. Along the path $(se,k+sq)$ the Bloch sum is thus

$$\sum_n t(1-\beta s\Delta_n)\,e^{i(k\cdot d_n+s\,q\cdot d_n)},$$

and the product rule at $s=0$ gives

$$\sum_n t\,(i\,q\cdot d_n-\beta\Delta_n)\,e^{ik\cdot d_n}.$$

At $k=K$ the two weighted sums turn this into

$$\tfrac32it(q_x+iq_y)-\tfrac34t\beta(e_{xx}-e_{yy}-2ie_{xy})
=\tfrac32it\Bigl[q_x+\beta e_{xy}+i\bigl(q_y+\tfrac{\beta}{2}(e_{xx}-e_{yy})\bigr)\Bigr].$$

At $k=-K$ the conjugate sums give

$$\tfrac32it(q_x-iq_y)-\tfrac34t\beta(e_{xx}-e_{yy}+2ie_{xy})
=\tfrac32it\Bigl[q_x-\beta e_{xy}-i\bigl(q_y-\tfrac{\beta}{2}(e_{xx}-e_{yy})\bigr)\Bigr].$$

The factor $i$ in front of $q\cdot d_n$ is the source of the opposite signs: conjugating the phases conjugates both weighted sums but leaves this factor as it is.

At $s=0$ the Bloch sum itself is $t(1+\omega+\bar\omega)=0$ at both valleys, so its expansion in $s$ has no zeroth-order term and begins with $s$ times the derivative whenever the derivative is nonzero; the theorem concerns the derivative alone.

## The definitions and theorems in Lean

```lean
import Mathlib

open Complex Matrix
open scoped Real ComplexConjugate

namespace GrapheneStrain

noncomputable section

/-- The three unit bond vectors of the honeycomb lattice, at angles `2πn/3`. -/
def bond (n : Fin 3) : Fin 2 → ℝ :=
  ![Real.cos (2 * π * ((n : ℕ) : ℝ) / 3), Real.sin (2 * π * ((n : ℕ) : ℝ) / 3)]

/-- The relative elongation of bond `n` to first order in the strain `e`, `d_n · e d_n`. -/
def elongation (e : Matrix (Fin 2) (Fin 2) ℝ) (n : Fin 3) : ℝ :=
  bond n ⬝ᵥ (e *ᵥ bond n)

/-- The phase `exp(2πi n/3)` attached to bond `n`. -/
def phase (n : Fin 3) : ℂ := Complex.exp (2 * π * I * ((n : ℕ) : ℂ) / 3)

/-- The valley momentum `K`, in units of the inverse bond length. -/
def valleyK : Fin 2 → ℝ := ![0, 4 * π / (3 * √3)]

/-- The nearest-neighbour Bloch sum at momentum `k`, with hoppings `t (1 - β d_n · e d_n)`
and undeformed bond vectors in the phases. -/
def blochSum (t β : ℝ) (e : Matrix (Fin 2) (Fin 2) ℝ) (k : Fin 2 → ℝ) : ℂ :=
  ∑ n, ((t * (1 - β * elongation e n) : ℝ) : ℂ) * Complex.exp (((k ⬝ᵥ bond n : ℝ) : ℂ) * I)

/-- The strain-induced vector potential `(β e_xy, β (e_xx - e_yy) / 2)`. -/
def gaugeField (β : ℝ) (e : Matrix (Fin 2) (Fin 2) ℝ) : Fin 2 → ℝ :=
  ![β * e 0 1, β / 2 * (e 0 0 - e 1 1)]

/-- The Cartesian components of the three bond vectors. -/
theorem bond_components :
    bond 0 0 = 1 ∧ bond 0 1 = 0 ∧ bond 1 0 = -1 / 2 ∧ bond 1 1 = √3 / 2 ∧
      bond 2 0 = -1 / 2 ∧ bond 2 1 = -(√3 / 2) := by
  have h1 : 2 * π * ((1 : ℕ) : ℝ) / 3 = π - π / 3 := by push_cast; ring
  have h2 : 2 * π * ((2 : ℕ) : ℝ) / 3 = π / 3 + π := by push_cast; ring
  refine ⟨by simp [bond], by simp [bond], ?_, ?_, ?_, ?_⟩
  · change Real.cos (2 * π * ((1 : ℕ) : ℝ) / 3) = _
    rw [h1, Real.cos_pi_sub, Real.cos_pi_div_three]; norm_num
  · change Real.sin (2 * π * ((1 : ℕ) : ℝ) / 3) = _
    rw [h1, Real.sin_pi_sub, Real.sin_pi_div_three]
  · change Real.cos (2 * π * ((2 : ℕ) : ℝ) / 3) = _
    rw [h2, Real.cos_add_pi, Real.cos_pi_div_three]; norm_num
  · change Real.sin (2 * π * ((2 : ℕ) : ℝ) / 3) = _
    rw [h2, Real.sin_add_pi, Real.sin_pi_div_three]

/-- Each phase is its bond vector read as a complex number. -/
theorem phase_eq (n : Fin 3) : phase n = (bond n 0 : ℂ) + (bond n 1 : ℂ) * I := by
  have h : 2 * π * I * ((n : ℕ) : ℂ) / 3 = ((2 * π * ((n : ℕ) : ℝ) / 3 : ℝ) : ℂ) * I := by
    push_cast; ring
  rw [phase, h, Complex.exp_mul_I, ← Complex.ofReal_cos, ← Complex.ofReal_sin]
  rfl

/-- The phase-weighted elongations sum to `(3/4)(e_xx - e_yy - 2i e_xy)`, and with conjugate
phases to the complex conjugate `(3/4)(e_xx - e_yy + 2i e_xy)`. -/
theorem strain_sum (e : Matrix (Fin 2) (Fin 2) ℝ) (he : e.IsSymm) :
    ∑ n, phase n * (elongation e n : ℂ) = 3 / 4 * (e 0 0 - e 1 1 - 2 * I * e 0 1) ∧
    ∑ n, conj (phase n) * (elongation e n : ℂ) =
      3 / 4 * (e 0 0 - e 1 1 + 2 * I * e 0 1) := by
  obtain ⟨a0, a1, b0, b1, c0, c1⟩ := bond_components
  have hs : e 1 0 = e 0 1 := he.apply 0 1
  have h3 : ((√3 : ℝ) : ℂ) ^ 2 = 3 := by
    rw [← Complex.ofReal_pow, Real.sq_sqrt (by norm_num)]; norm_num
  constructor
  · simp only [Fin.sum_univ_three, phase_eq, elongation, dotProduct, Matrix.mulVec,
      Fin.sum_univ_two, a0, a1, b0, b1, c0, c1, hs]
    push_cast
    linear_combination (-(e 1 1 : ℂ) / 4 - I * e 0 1 / 2) * h3
  · simp only [Fin.sum_univ_three, phase_eq, elongation, dotProduct, Matrix.mulVec,
      Fin.sum_univ_two, a0, a1, b0, b1, c0, c1, hs, map_add, map_mul, conj_ofReal, conj_I]
    push_cast
    linear_combination (-(e 1 1 : ℂ) / 4 + I * e 0 1 / 2) * h3

/-- The phase-weighted sum of elongations vanishes exactly when the strain is isotropic. -/
theorem strain_sum_eq_zero_iff (e : Matrix (Fin 2) (Fin 2) ℝ) (he : e.IsSymm) :
    ∑ n, phase n * (elongation e n : ℂ) = 0 ↔ e 0 0 = e 1 1 ∧ e 0 1 = 0 := by
  rw [(strain_sum e he).1]
  constructor
  · intro h
    have h' : ((e 0 0 - e 1 1 : ℝ) : ℂ) + ((-2 * e 0 1 : ℝ) : ℂ) * I = 0 := by
      push_cast; linear_combination (4 / 3) * h
    have hr := congrArg Complex.re h'
    have hi := congrArg Complex.im h'
    simp only [add_re, add_im, re_ofReal_mul, im_ofReal_mul, ofReal_re, ofReal_im, I_re, I_im,
      zero_re, zero_im] at hr hi
    constructor <;> linarith
  · rintro ⟨h0, h1⟩
    rw [h0, h1]; simp

/-- The phase-weighted projections of a momentum `q` on the bonds sum to `(3/2)(q_x + i q_y)`,
and with conjugate phases to `(3/2)(q_x - i q_y)`. -/
theorem momentum_sum (q : Fin 2 → ℝ) :
    ∑ n, phase n * ((q ⬝ᵥ bond n : ℝ) : ℂ) = 3 / 2 * (q 0 + I * q 1) ∧
    ∑ n, conj (phase n) * ((q ⬝ᵥ bond n : ℝ) : ℂ) = 3 / 2 * (q 0 - I * q 1) := by
  obtain ⟨a0, a1, b0, b1, c0, c1⟩ := bond_components
  have h3 : ((√3 : ℝ) : ℂ) ^ 2 = 3 := by
    rw [← Complex.ofReal_pow, Real.sq_sqrt (by norm_num)]; norm_num
  constructor
  · simp only [Fin.sum_univ_three, phase_eq, dotProduct, Fin.sum_univ_two,
      a0, a1, b0, b1, c0, c1]
    push_cast
    linear_combination (I * q 1 / 2) * h3
  · simp only [Fin.sum_univ_three, phase_eq, dotProduct, Fin.sum_univ_two,
      a0, a1, b0, b1, c0, c1, map_add, map_mul, conj_ofReal, conj_I]
    push_cast
    linear_combination (-(I * q 1 / 2)) * h3

/-- The Bloch phases of the bonds are `exp(2πi n/3)` at the valley `K` and their complex
conjugates at the opposite valley `-K`. -/
theorem valley_phases (n : Fin 3) :
    Complex.exp (((valleyK ⬝ᵥ bond n : ℝ) : ℂ) * I) = phase n ∧
    Complex.exp (((-valleyK ⬝ᵥ bond n : ℝ) : ℂ) * I) = conj (phase n) := by
  obtain ⟨a0, a1, b0, b1, c0, c1⟩ := bond_components
  have hd : valleyK ⬝ᵥ bond n = 4 * π / (3 * √3) * bond n 1 := by
    simp [valleyK, dotProduct, Fin.sum_univ_two]
  have h3 : √3 ≠ 0 := by positivity
  have ht : 4 * π / (3 * √3) * (√3 / 2) = π - π / 3 := by
    field_simp
    ring
  -- the angle K · d_n has the bond components as cosine and sine
  have k0 : Real.cos (4 * π / (3 * √3) * bond 0 1) = bond 0 0 ∧
      Real.sin (4 * π / (3 * √3) * bond 0 1) = bond 0 1 := by
    rw [a0, a1]; simp
  have k1 : Real.cos (4 * π / (3 * √3) * bond 1 1) = bond 1 0 ∧
      Real.sin (4 * π / (3 * √3) * bond 1 1) = bond 1 1 := by
    rw [b0, b1, ht, Real.cos_pi_sub, Real.sin_pi_sub, Real.cos_pi_div_three,
      Real.sin_pi_div_three]
    norm_num
  have k2 : Real.cos (4 * π / (3 * √3) * bond 2 1) = bond 2 0 ∧
      Real.sin (4 * π / (3 * √3) * bond 2 1) = bond 2 1 := by
    rw [c0, c1, mul_neg, ht, Real.cos_neg, Real.sin_neg, Real.cos_pi_sub, Real.sin_pi_sub,
      Real.cos_pi_div_three, Real.sin_pi_div_three]
    norm_num
  have key : Real.cos (4 * π / (3 * √3) * bond n 1) = bond n 0 ∧
      Real.sin (4 * π / (3 * √3) * bond n 1) = bond n 1 := by
    fin_cases n
    exacts [k0, k1, k2]
  have hK : Complex.exp (((valleyK ⬝ᵥ bond n : ℝ) : ℂ) * I) = phase n := by
    rw [hd, phase_eq, Complex.exp_mul_I, ← Complex.ofReal_cos, ← Complex.ofReal_sin,
      key.1, key.2]
  refine ⟨hK, ?_⟩
  rw [← hK, ← Complex.exp_conj, neg_dotProduct]
  simp only [ofReal_neg, map_mul, conj_ofReal, conj_I, neg_mul, mul_neg]

/-- The first-order change of the Bloch sum when strain `s e` and momentum shift `s q` are
switched on together at an arbitrary momentum `k`. -/
theorem hasDerivAt_blochSum (t β : ℝ) (e : Matrix (Fin 2) (Fin 2) ℝ) (k q : Fin 2 → ℝ) :
    HasDerivAt (fun s : ℝ => blochSum t β (s • e) (k + s • q))
      (∑ n, (t : ℂ) * (I * ((q ⬝ᵥ bond n : ℝ) : ℂ) - β * (elongation e n : ℂ)) *
        Complex.exp (((k ⬝ᵥ bond n : ℝ) : ℂ) * I)) 0 := by
  unfold blochSum
  refine HasDerivAt.fun_sum fun n _ => ?_
  have hS : ∀ s : ℝ, elongation (s • e) n = s * elongation e n := by
    intro s
    simp only [elongation, dotProduct, Matrix.mulVec, Fin.sum_univ_two, Matrix.smul_apply,
      smul_eq_mul]
    ring
  have hk : ∀ s : ℝ, (k + s • q) ⬝ᵥ bond n = k ⬝ᵥ bond n + s * (q ⬝ᵥ bond n) := by
    intro s
    simp only [dotProduct, Fin.sum_univ_two, Pi.add_apply, Pi.smul_apply, smul_eq_mul]
    ring
  simp only [hS, hk]
  -- product rule: hopping change times phase, plus hopping times phase change
  have h1 : HasDerivAt (fun s : ℝ => t * (1 - β * (s * elongation e n)))
      (t * -(β * (1 * elongation e n))) 0 :=
    ((((hasDerivAt_id' (0 : ℝ)).mul_const _).const_mul β).const_sub 1).const_mul t
  have h2 : HasDerivAt (fun s : ℝ => k ⬝ᵥ bond n + s * (q ⬝ᵥ bond n))
      (1 * (q ⬝ᵥ bond n)) 0 :=
    ((hasDerivAt_id' (0 : ℝ)).mul_const _).const_add _
  refine (h1.ofReal_comp.fun_mul (h2.ofReal_comp.mul_const I).cexp).congr_deriv ?_
  simp only [zero_mul, mul_zero, sub_zero, add_zero, one_mul, mul_one]
  push_cast
  ring

/-- To first order in strain and momentum, the Bloch sum at `K` depends on `q + A` and at `-K`
on `q - A`, where `A` is the strain-induced vector potential. -/
theorem strain_gauge_field (t β : ℝ) (e : Matrix (Fin 2) (Fin 2) ℝ) (he : e.IsSymm)
    (q : Fin 2 → ℝ) :
    HasDerivAt (fun s : ℝ => blochSum t β (s • e) (valleyK + s • q))
      (3 / 2 * t * I * ((q 0 + gaugeField β e 0) + I * (q 1 + gaugeField β e 1))) 0 ∧
    HasDerivAt (fun s : ℝ => blochSum t β (s • e) (-valleyK + s • q))
      (3 / 2 * t * I * ((q 0 - gaugeField β e 0) - I * (q 1 - gaugeField β e 1))) 0 := by
  have g0 : gaugeField β e 0 = β * e 0 1 := rfl
  have g1 : gaugeField β e 1 = β / 2 * (e 0 0 - e 1 1) := rfl
  obtain ⟨s1, s2⟩ := strain_sum e he
  obtain ⟨m1, m2⟩ := momentum_sum q
  rw [Fin.sum_univ_three] at s1 s2 m1 m2
  constructor
  · refine (hasDerivAt_blochSum t β e valleyK q).congr_deriv ?_
    simp only [fun n => (valley_phases n).1, Fin.sum_univ_three, g0, g1]
    push_cast
    linear_combination (t * I : ℂ) * m1 - (t * β : ℂ) * s1
      - (3 / 4 * t * β * (e 0 0 - e 1 1) : ℂ) * Complex.I_sq
  · refine (hasDerivAt_blochSum t β e (-valleyK) q).congr_deriv ?_
    simp only [fun n => (valley_phases n).2, Fin.sum_univ_three, g0, g1]
    push_cast
    linear_combination (t * I : ℂ) * m2 - (t * β : ℂ) * s2
      - (3 / 4 * t * β * (e 0 0 - e 1 1) : ℂ) * Complex.I_sq

end

end GrapheneStrain
```

```lean
#print axioms GrapheneStrain.strain_sum_eq_zero_iff
#print axioms GrapheneStrain.strain_gauge_field
```

```
'GrapheneStrain.strain_sum_eq_zero_iff' depends on axioms: [propext, Classical.choice, Quot.sound]
'GrapheneStrain.strain_gauge_field' depends on axioms: [propext, Classical.choice, Quot.sound]
```

## How the Lean proof follows the calculation

`bond_components` computes the six Cartesian components, writing the angles of bonds 1 and 2 as $\pi-\pi/3$ and $\pi/3+\pi$. `phase_eq` is Euler's formula, and it reduces every phase to these components.

In `strain_sum` and `momentum_sum`, `simp only` writes out the three terms and inserts the components. The remaining identities are polynomial except for the relation $(\sqrt3)^2=3$, which is `h3`. The tactic `linear_combination` is given the multiple of `h3` that closes each identity. The conjugate sums are expanded separately, where the derivation above simply conjugates the first result. The symmetry of $e$ enters `strain_sum` as `hs`, which replaces $e_{yx}$ by $e_{xy}$.

`strain_sum_eq_zero_iff` rewrites the sum by its closed form and compares real and imaginary parts.

For `valley_phases`, the statement `hd` reduces $K\cdot d_n$ to a multiple of the $y$ component of the bond, since $K_x=0$. The facts `k0`, `k1` and `k2` check the cosine and sine of the angle for each bond. The phases at $-K$ then follow from the rule that the conjugate of an exponential is the exponential of the conjugate.

`hasDerivAt_blochSum` holds at any momentum $k$ and does not need a symmetric $e$. It differentiates the sum term by term. The auxiliary facts `hS` and `hk` show that the elongation and the phase angle are linear and affine in $s$; `h1` and `h2` are the derivatives of the hopping and of the angle, and the product rule joins them.

`strain_gauge_field` specialises this derivative to $K$ and $-K$ and replaces the exponentials by means of `valley_phases`. The last `linear_combination` in each half adds $ti$ times the momentum sum, subtracts $t\beta$ times the strain sum, and uses $i^2=-1$ to move the strain terms inside the bracket, as in the calculation by hand.
